# The Dipole Form Factor ⟨j0⟩ + (2/g − 1)⟨j2⟩ of an LSJ State with Nonzero Landé Factor

A: Take a nonzero state ψ with quantum numbers l, s and j > 0 for L², S² and J², where J = L + S and each component of L commutes with the same component of S. Let g be its Landé factor, and suppose g ≠ 0. In the dipole approximation the operator for magnetic neutron scattering, taken along J, is then a fixed multiple of the magnetic moment along J, and the multiple is

f = ⟨j0⟩ + (2/g − 1)⟨j2⟩.

Here ⟨j0⟩ and ⟨j2⟩ are the averages of the spherical Bessel functions j0(qr) and j2(qr) over the radial density of the magnetic electrons, at momentum transfer q.

Q: A formula like that can be "proved" by defining f to be the right-hand side. What is f before you compute it?

A: It is a ratio. The dipole scattering operator is

M = ⟨j0⟩(L + 2S) + ⟨j2⟩L,

and f is the number c that satisfies

J·M ψ = c J·(L + 2S) ψ.

The theorem says that c satisfies this equation exactly when it equals the expression above.

Q: Why compare components along J? A neutron doesn't measure J·M.

A: Within one multiplet of fixed j, the Wigner–Eckart theorem makes every vector operator proportional to J, with a coefficient fixed by its scalar product with J. The ratio of the two scalar products is therefore the ratio of the matrix elements. That step is the physical reason for the definition and is not part of the file, which works with the scalar products themselves.

Q: Then do the calculation by hand first.

A: Since L_a and S_a commute, expanding the squares gives

J² = L² + S² + 2 S·L
J·L = L² + S·L.

Eliminating S·L leaves

2 J·L = J² + L² − S².

Acting on ψ, each square becomes its eigenvalue:

J·L ψ = ½ [j(j+1) + l(l+1) − s(s+1)] ψ.

The Landé factor is

g = 1 + [j(j+1) + s(s+1) − l(l+1)] / [2j(j+1)],

so the bracket with its ½ is (2 − g) j(j+1), and

J·L ψ = (2 − g) j(j+1) ψ.

Because J·S = J² − J·L, the spin part is

J·2S ψ = 2[1 − (2 − g)] j(j+1) ψ = 2(g − 1) j(j+1) ψ.

Adding the two parts, and then weighting them as in M, gives

J·(L + 2S) ψ = g j(j+1) ψ
J·M ψ = j(j+1) [g⟨j0⟩ + (2 − g)⟨j2⟩] ψ.

For ψ ≠ 0 and g ≠ 0 we may divide the second coefficient by the first, which gives f.

Q: Now the formal version. What are the states and operators?

A: The state space `V` is any complex vector space, of finite or infinite dimension. A vector operator is a triple of linear maps from `V` to itself, with the index a running over 0, 1, 2 for x, y, z.

In Lean 4 with Mathlib:

```lean
import Mathlib

open Complex (I)

namespace MagneticFormFactor

noncomputable section

variable {V : Type*} [AddCommGroup V] [Module ℂ V]

/-- A vector operator: three Cartesian components acting on the state space. -/
abbrev VecOp (V : Type*) [AddCommGroup V] [Module ℂ V] := Fin 3 → Module.End ℂ V

/-- The scalar product `A·B` of two vector operators. -/
def dot (A B : VecOp V) : Module.End ℂ V := ∑ a, A a * B a
```

Q: You have no inner product, and I see no angular momentum commutation relations.

A: The derivation used neither. Physical L and S are Hermitian and obey those relations, so they are covered, provided that they are defined on all of `V`. Unbounded operators with a restricted domain would first have to be restricted to a subspace that they map into itself, such as the space of one LS term with all its values of j. What the state must satisfy is collected in one structure, in units with ħ = 1.

```lean
/-- The state `ψ` satisfies the eigenvalue equations of `L²`, `S²` and `J²`, `J = L + S`,
with quantum numbers `l`, `s`, `j`. -/
structure IsLSJ (L S : VecOp V) (l s j : ℝ) (ψ : V) : Prop where
  orbital : dot L L ψ = ((l * (l + 1) : ℝ) : ℂ) • ψ
  spin : dot S S ψ = ((s * (s + 1) : ℝ) : ℂ) • ψ
  total : dot (L + S) (L + S) ψ = ((j * (j + 1) : ℝ) : ℂ) • ψ
```

The quantum numbers are arbitrary real numbers here. The integer and half-integer values of the physics are a special case.

Q: And g? If you define it by the textbook fraction, you may have put the answer in.

A: It is defined by the fraction, but its meaning is then proved: `moment_projection` below shows that g is the coefficient of the moment along J. The orbital and spin g-factors are set to 1 and 2. The 2 is the Dirac value for the electron spin, without the small radiative correction.

```lean
/-- The Landé factor, with orbital and spin g-factors 1 and 2. -/
def landeG (l s j : ℝ) : ℝ :=
  1 + (j * (j + 1) + s * (s + 1) - l * (l + 1)) / (2 * (j * (j + 1)))

/-- The magnetic moment operator `L + 2S`, in Bohr magnetons and up to sign. -/
def moment (L S : VecOp V) : VecOp V := L + (2 : ℂ) • S

/-- The magnetic scattering operator in the dipole approximation, `⟨j0⟩(L + 2S) + ⟨j2⟩L`,
for given values of the radial integrals. -/
def dipoleOp (L S : VecOp V) (j0 j2 : ℝ) : VecOp V :=
  (j0 : ℂ) • moment L S + (j2 : ℂ) • L
```

In `dipoleOp` the arguments `j0` and `j2` stand for ⟨j0⟩ and ⟨j2⟩ at one momentum transfer. They are arbitrary real numbers, so no radial wavefunction enters. The form of M is an assumption as well: it is an approximation for momentum transfers q that are small compared with the inverse radius of the magnetic shell, and it uses one radial density for the whole shell. It leaves out the coupling of the spin to the non-spherical part of the shell's density, although that coupling also enters with ⟨j2⟩.

Q: Where does the operator identity appear?

A: After two lemmas that say the scalar product is linear in its second factor.

```lean
/-- The scalar product is additive in its second factor. -/
theorem dot_add (A B C : VecOp V) : dot A (B + C) = dot A B + dot A C := by
  simp only [dot, Pi.add_apply, mul_add, Finset.sum_add_distrib]

/-- Numerical factors can be taken out of the second factor of the scalar product. -/
theorem dot_smul (c : ℂ) (A B : VecOp V) : dot A (c • B) = c • dot A B := by
  simp only [dot, Pi.smul_apply, mul_smul_comm, Finset.smul_sum]

/-- The operator identity `2 J·L = J² + L² - S²` for `J = L + S`. -/
theorem two_dot_total_orbital (L S : VecOp V) (hc : ∀ a, Commute (L a) (S a)) :
    dot (L + S) L + dot (L + S) L = dot (L + S) (L + S) + dot L L - dot S S := by
  simp only [dot, ← Finset.sum_add_distrib, ← Finset.sum_sub_distrib]
  refine Finset.sum_congr rfl fun a _ => ?_
  have h := (hc a).eq
  simp only [Pi.add_apply, add_mul, mul_add, h]
  abel
```

The proof of `two_dot_total_orbital` compares the sums component by component. It expands the products, uses the commutation hypothesis to replace L_a S_a by S_a L_a, and lets `abel` collect the terms.

Q: Does anything go wrong if L and S don't commute?

A: Yes. Let L = (σx, σy, σz)/2 act on a single spin, and let S = (σy, σz, σx)/2 be the same spin in a rotated frame. Then L² = S² = 3/4. The cross terms in J² anticommute and cancel, so J² = 3/2, and every state satisfies the eigenvalue equations with some j > 0. The formula predicts J·L = 3/4, but direct multiplication gives

J·L = 3/4 − (i/4)(σx + σy + σz).

The extra term is invertible, so the prediction fails for every nonzero state.

Q: Fair enough. Show me the two projections.

A: The orbital one applies the operator identity to ψ and inserts the three eigenvalues. The auxiliary statement `hg` is the rewriting of the bracket as (2 − g) j(j+1); it needs j > 0 so that the denominator of g is nonzero. The last line takes half of the resulting vector equation.

```lean
/-- Orbital part: `J·L ψ = (2 - g) j(j+1) ψ`. -/
theorem orbital_projection {L S : VecOp V} {l s j : ℝ} {ψ : V}
    (hc : ∀ a, Commute (L a) (S a)) (hψ : IsLSJ L S l s j ψ) (hj : 0 < j) :
    dot (L + S) L ψ = (((2 - landeG l s j) * (j * (j + 1)) : ℝ) : ℂ) • ψ := by
  have h := congrArg (fun T : Module.End ℂ V => T ψ) (two_dot_total_orbital L S hc)
  simp only [LinearMap.add_apply, LinearMap.sub_apply, hψ.orbital, hψ.spin, hψ.total] at h
  -- the Landé factor is built so that this combination of eigenvalues appears
  have hg : (2 - landeG l s j) * (j * (j + 1))
      = (j * (j + 1) + l * (l + 1) - s * (s + 1)) / 2 := by
    have hX : 2 * (j * (j + 1)) ≠ 0 := by positivity
    have hD := div_mul_cancel₀ (j * (j + 1) + s * (s + 1) - l * (l + 1)) hX
    unfold landeG
    linear_combination (-1 / 2) * hD
  rw [hg]
  push_cast at h ⊢
  linear_combination (norm := module) (1 / 2 : ℂ) • h
```

The spin projection starts from the eigenvalue equation of J², splits J² into J·L + J·S, inserts the orbital result and doubles what remains.

```lean
/-- Spin part: `J·2S ψ = 2(g - 1) j(j+1) ψ`. -/
theorem spin_projection {L S : VecOp V} {l s j : ℝ} {ψ : V}
    (hc : ∀ a, Commute (L a) (S a)) (hψ : IsLSJ L S l s j ψ) (hj : 0 < j) :
    dot (L + S) ((2 : ℂ) • S) ψ
      = ((2 * (landeG l s j - 1) * (j * (j + 1)) : ℝ) : ℂ) • ψ := by
  -- what is left of `J²` after removing `J·L` is `J·S`
  have h := hψ.total
  rw [dot_add, LinearMap.add_apply, orbital_projection hc hψ hj] at h
  rw [dot_smul, LinearMap.smul_apply]
  push_cast at h ⊢
  linear_combination (norm := module) (2 : ℂ) • h
```

The next two theorems are the sums from the hand derivation, for the moment and for M.

```lean
/-- The magnetic moment along `J`: `J·(L + 2S) ψ = g j(j+1) ψ`. -/
theorem moment_projection {L S : VecOp V} {l s j : ℝ} {ψ : V}
    (hc : ∀ a, Commute (L a) (S a)) (hψ : IsLSJ L S l s j ψ) (hj : 0 < j) :
    dot (L + S) (moment L S) ψ = ((landeG l s j * (j * (j + 1)) : ℝ) : ℂ) • ψ := by
  rw [moment, dot_add, LinearMap.add_apply, orbital_projection hc hψ hj,
    spin_projection hc hψ hj]
  push_cast
  module

/-- The dipole scattering operator along `J`:
`J·M ψ = j(j+1) (g⟨j0⟩ + (2 - g)⟨j2⟩) ψ`. -/
theorem dipole_projection {L S : VecOp V} {l s j : ℝ} {ψ : V}
    (hc : ∀ a, Commute (L a) (S a)) (hψ : IsLSJ L S l s j ψ) (hj : 0 < j) (j0 j2 : ℝ) :
    dot (L + S) (dipoleOp L S j0 j2) ψ
      = ((j * (j + 1) * (landeG l s j * j0 + (2 - landeG l s j) * j2) : ℝ) : ℂ) • ψ := by
  rw [dipoleOp, dot_add, dot_smul, dot_smul, LinearMap.add_apply, LinearMap.smul_apply,
    LinearMap.smul_apply, moment_projection hc hψ hj, orbital_projection hc hψ hj]
  push_cast
  module
```

Q: And the division at the end?

A: That is the main theorem. The number `c` may be complex, so the uniqueness is among all complex numbers.

```lean
/-- Magnetic form factor in the dipole approximation: for `g ≠ 0`, the ratio `c` of the
scattering operator to the magnetic moment, both taken along `J`, is
`⟨j0⟩ + (2/g - 1)⟨j2⟩` and no other number. -/
theorem form_factor_iff {L S : VecOp V} {l s j : ℝ} {ψ : V}
    (hc : ∀ a, Commute (L a) (S a)) (hψ : IsLSJ L S l s j ψ) (hj : 0 < j)
    (hψ0 : ψ ≠ 0) (hg : landeG l s j ≠ 0) (j0 j2 : ℝ) (c : ℂ) :
    dot (L + S) (dipoleOp L S j0 j2) ψ = c • dot (L + S) (moment L S) ψ
      ↔ c = ((j0 + (2 / landeG l s j - 1) * j2 : ℝ) : ℂ) := by
  rw [dipole_projection hc hψ hj, moment_projection hc hψ hj, smul_smul]
  have key : j * (j + 1) * (landeG l s j * j0 + (2 - landeG l s j) * j2)
      = (j0 + (2 / landeG l s j - 1) * j2) * (landeG l s j * (j * (j + 1))) := by
    have h2 := div_mul_cancel₀ (2 : ℝ) hg
    linear_combination (-(j * (j + 1) * j2)) * h2
  have hX : j * (j + 1) ≠ 0 := by positivity
  have hB : ((landeG l s j * (j * (j + 1)) : ℝ) : ℂ) ≠ 0 :=
    Complex.ofReal_ne_zero.mpr (mul_ne_zero hg hX)
  rw [key, Complex.ofReal_mul (j0 + (2 / landeG l s j - 1) * j2)]
  constructor
  · intro h
    -- cancel the state, then the moment
    have h' := smul_left_injective ℂ hψ0 h
    exact (mul_right_cancel₀ hB h').symm
  · intro h
    rw [h]
```

The equation `key` factors the coefficient of J·M as f times g j(j+1). From left to right, the proof cancels the nonzero vector ψ with `smul_left_injective` and then the nonzero number g j(j+1) with `mul_right_cancel₀`. From right to left, it substitutes the value of c.

Q: Does it give the sensible answer for a pure spin?

A: For l = 0 and j = s, with s = 1/2 as the smallest case, the Landé factor is 2. The factor in front of ⟨j2⟩ vanishes and f = ⟨j0⟩, the form factor of the spin density alone. In the forward limit q → 0, where ⟨j0⟩ → 1 and ⟨j2⟩ → 0, f tends to 1 for every nonzero g.

Q: You keep saying nonzero g. Can g vanish for a real set of quantum numbers?

A: It does for l = 2, s = 3/2, j = 1/2, the level ⁴D with j = 1/2.

```lean
/-- For `l = 2`, `s = 3/2`, `j = 1/2` the magnetic moment along `J` vanishes, while the
scattering operator along `J` gives `(3/2)⟨j2⟩`. -/
theorem vanishing_moment {L S : VecOp V} {ψ : V}
    (hc : ∀ a, Commute (L a) (S a)) (hψ : IsLSJ L S 2 (3 / 2) (1 / 2) ψ) (j0 j2 : ℝ) :
    dot (L + S) (moment L S) ψ = 0 ∧
      dot (L + S) (dipoleOp L S j0 j2) ψ = ((3 / 2 * j2 : ℝ) : ℂ) • ψ := by
  have g0 : landeG 2 (3 / 2) (1 / 2) = 0 := by norm_num [landeG]
  constructor
  · rw [moment_projection hc hψ (by norm_num), g0]
    simp
  · rw [dipole_projection hc hψ (by norm_num), g0]
    congr 2
    ring
```

The moment along J is zero, while the scattering operator along J gives (3/2)⟨j2⟩ψ. If ψ and ⟨j2⟩ are nonzero, no c satisfies the defining equation, so this ratio doesn't exist. The scattering operator along J need not vanish with the moment: its ⟨j2⟩L term survives wherever ⟨j2⟩ is nonzero. The proof computes g = 0 and puts it into the two projection formulas.

Q: My last doubt is whether any state meets all these conditions with an L and an S that I would recognise.

A: A p electron with j = 1/2 does. Its state is written as a 3×2 matrix whose rows are the orbitals x, y, z and whose columns are spin up and spin down. L multiplies from the left and S from the right.

```lean
/-- Orbital angular momentum of a p electron, acting on the Cartesian (row) index. -/
def orbP (a : Fin 3) : Module.End ℂ (Matrix (Fin 3) (Fin 2) ℂ) where
  toFun φ := (![!![0, 0, 0; 0, 0, -I; 0, I, 0], !![0, 0, I; 0, 0, 0; -I, 0, 0],
    !![0, -I, 0; I, 0, 0; 0, 0, 0]] a : Matrix (Fin 3) (Fin 3) ℂ) * φ
  map_add' x y := Matrix.mul_add _ x y
  map_smul' c x := Matrix.mul_smul _ c x

/-- Spin one half, acting on the spin (column) index through the transposed matrices. -/
def spinHalf (a : Fin 3) : Module.End ℂ (Matrix (Fin 3) (Fin 2) ℂ) where
  toFun φ := φ * (![!![0, 1 / 2; 1 / 2, 0], !![0, I / 2; -I / 2, 0],
    !![1 / 2, 0; 0, -1 / 2]] a : Matrix (Fin 2) (Fin 2) ℂ)
  map_add' x y := Matrix.add_mul x y _
  map_smul' c x := Matrix.smul_mul c x _
```

The spin matrices are transposed because they act from the right. The state in the file has squared norm 3; normalised, it is

ψ = (z↑ + x↓ + i y↓)/√3.

```lean
/-- A spin-orbit coupled state of a p electron (not normalised). -/
def psiP : Matrix (Fin 3) (Fin 2) ℂ := !![0, 1; 0, I; 1, 0]
```

Commutation is then the associativity of matrix multiplication. The three eigenvalue equations are checked entry by entry, and the state is nonzero because its entry in row 2, column 0 is 1.

```lean
/-- The p-electron state `psiP` is nonzero and has `l = 1`, `s = 1/2`, `j = 1/2`; the operators
commute and the Landé factor is `2/3`. -/
theorem form_factor_witness :
    (∀ a, Commute (orbP a) (spinHalf a)) ∧ IsLSJ orbP spinHalf 1 (1 / 2) (1 / 2) psiP ∧
      psiP ≠ 0 ∧ landeG 1 (1 / 2) (1 / 2) = 2 / 3 := by
  refine ⟨fun a => ?_, ⟨?_, ?_, ?_⟩, ?_, ?_⟩
  · -- left and right multiplication commute
    exact LinearMap.ext fun φ => (Matrix.mul_assoc _ φ _).symm
  iterate 3
    · ext i k
      fin_cases i <;> fin_cases k <;>
        simp [dot, orbP, spinHalf, psiP, Fin.sum_univ_succ]
      all_goals (try ring_nf)
      all_goals (try simp only [Complex.I_sq])
      all_goals (try norm_num)
      all_goals (try ring)
  · intro h
    have h' := congrFun (congrFun h 2) 0
    simp [psiP] at h'
  · norm_num [landeG]

end

end MagneticFormFactor
```

With g = 2/3 the main theorem gives f = ⟨j0⟩ + 2⟨j2⟩ for this state, so the orbital contribution is large here.

Q: So what may I use it for?

A: It connects radial densities from an electronic structure calculation with the intensities of magnetic neutron diffraction, for an ion described by a single LSJ multiplet in the dipole approximation. It doesn't cover crystal-field mixing of different j, transitions between multiplets, higher multipoles at large q, or the selection of the component of M perpendicular to the momentum transfer.

```lean
#print axioms MagneticFormFactor.form_factor_iff
#print axioms MagneticFormFactor.vanishing_moment
```

```
'MagneticFormFactor.form_factor_iff' depends on axioms: [propext, Classical.choice, Quot.sound]
'MagneticFormFactor.vanishing_moment' depends on axioms: [propext, Classical.choice, Quot.sound]
```
